# At given Bloch factors, the kagome lattice has one independent self-stress for each line direction whose Bloch factor is 1

A self-stress is a set of bond tensions that leaves no net force on any site, and `finrank_selfStress` counts the independent ones in a kagome lattice of straight lines at given Bloch factors. In mathematical terms, the kernel of the conjugate transpose of the compatibility matrix has complex dimension equal to the number of indices `i` with `z i = 1`. The three bond directions must be pairwise linearly independent but need not be unit vectors, and the `z i` may be any complex numbers. The proof maps each self-stress to its tensions on the lines with `z i = 1` and shows that this linear map is a bijection. For surjectivity it gives both bonds of each such line the prescribed tension, sets all other tensions to zero, and uses `selfStress_iff` to check that the forces balance.

The failing Lean file:

```lean
import Mathlib

open Matrix
open scoped ComplexOrder

namespace KagomeZeroModes

noncomputable section

/-- The compatibility matrix of the kagome lattice. Rows are bonds `(i, 0)` and `(i, 1)` along
the direction `e i`, columns are sites with a Cartesian component, and `z i` is the Bloch factor
for one lattice step along line `i`. -/
def compat (e : Fin 3 → Fin 2 → ℝ) (z : Fin 3 → ℂ) :
    Matrix (Fin 3 × Fin 2) (Fin 3 × Fin 2) ℂ := fun b s =>
  if b.2 = 0 then
    ((if s.1 = b.1 + 1 then 1 else 0) - (if s.1 = b.1 then 1 else 0)) * (e b.1 s.2 : ℂ)
  else
    ((if s.1 = b.1 then z b.1 else 0) - (if s.1 = b.1 + 1 then 1 else 0)) * (e b.1 s.2 : ℂ)

/-- The three bond directions in the plane are pairwise linearly independent: each pair spans a
parallelogram of non-zero area. -/
def PairwiseIndependent (e : Fin 3 → Fin 2 → ℝ) : Prop :=
  ∀ i, e i 0 * e (i + 1) 1 - e i 1 * e (i + 1) 0 ≠ 0

/-- At site `i+1`, the conjugate transpose applied to bond tensions `t` gives a tension difference
along each of the two lines that cross there, with the conjugate of `z (i+1)` as a factor on the
second tension of line `i+1`. -/
theorem site_force (e : Fin 3 → Fin 2 → ℝ) (z : Fin 3 → ℂ)
    (t : Fin 3 × Fin 2 → ℂ) (i : Fin 3) (c : Fin 2) :
    ((compat e z)ᴴ *ᵥ t) (i + 1, c) =
      (e (i + 1) c : ℂ) * (star (z (i + 1)) * t (i + 1, 1) - t (i + 1, 0))
        + (e i c : ℂ) * (t (i, 0) - t (i, 1)) := by
  fin_cases i <;>
    simp [compat, Matrix.mulVec, dotProduct, Fintype.sum_prod_type, Fin.sum_univ_three,
      Fin.sum_univ_two] <;> ring

/-- For pairwise independent bond directions, tensions balance on every site exactly when the two
bonds of each line carry equal tension and every line with `z i ≠ 1` carries none. -/
theorem selfStress_iff {e : Fin 3 → Fin 2 → ℝ} (h : PairwiseIndependent e) (z : Fin 3 → ℂ)
    (t : Fin 3 × Fin 2 → ℂ) :
    (compat e z)ᴴ *ᵥ t = 0 ↔ ∀ i, t (i, 0) = t (i, 1) ∧ (z i ≠ 1 → t (i, 0) = 0) := by
  have hc : ∀ i : Fin 3, i + 2 + 1 = i := by decide
  constructor
  · intro ht
    -- two independent directions meet at each site, so each line balances separately
    have key : ∀ i, t (i, 0) - t (i, 1) = 0 ∧
        star (z (i + 1)) * t (i + 1, 1) - t (i + 1, 0) = 0 := by
      intro i
      have hD : (e i 0 : ℂ) * (e (i + 1) 1 : ℂ) - (e i 1 : ℂ) * (e (i + 1) 0 : ℂ) ≠ 0 := by
        exact_mod_cast h i
      have h0 := (site_force e z t i 0).symm.trans (congrFun ht (i + 1, 0))
      have h1 := (site_force e z t i 1).symm.trans (congrFun ht (i + 1, 1))
      rw [Pi.zero_apply] at h0 h1
      constructor
      · apply (mul_eq_zero.1 _).resolve_left hD
        linear_combination (e (i + 1) 1 : ℂ) * h0 - (e (i + 1) 0 : ℂ) * h1
      · apply (mul_eq_zero.1 _).resolve_left hD
        linear_combination (e i 0 : ℂ) * h1 - (e i 1 : ℂ) * h0
    intro i
    have h1 := (key i).1
    have h2 := (key (i + 2)).2
    rw [hc i] at h2
    refine ⟨sub_eq_zero.1 h1, fun hz => ?_⟩
    have hs : star (z i) - 1 ≠ 0 := by
      refine sub_ne_zero.2 fun hs => hz ?_
      rw [← star_star (z i), hs, star_one]
    apply (mul_eq_zero.1 _).resolve_left hs
    linear_combination h2 + star (z i) * h1
  · intro H
    have hk : ∀ k, star (z k) * t (k, 1) - t (k, 0) = 0 := by
      intro k
      by_cases hz : z k = 1
      · rw [hz, (H k).1, star_one, one_mul, sub_self]
      · rw [← (H k).1, (H k).2 hz, mul_zero, sub_self]
    funext ⟨j, c⟩
    have hf := site_force e z t (j + 2) c
    rw [hk, (H (j + 2)).1, sub_self, mul_zero, mul_zero, add_zero, hc j] at hf
    exact hf

/-- For pairwise independent bond directions, the space of self-stresses has dimension equal to the
number of lines with `z i = 1`. -/
theorem finrank_selfStress {e : Fin 3 → Fin 2 → ℝ} (h : PairwiseIndependent e)
    (z : Fin 3 → ℂ) :
    Module.finrank ℂ (LinearMap.ker ((compat e z)ᴴ).mulVecLin)
      = Fintype.card {i // z i = 1} := by
  -- a self-stress is read off from the tension of each line with `z i = 1`
  let f : LinearMap.ker ((compat e z)ᴴ).mulVecLin →ₗ[ℂ] ({i // z i = 1} → ℂ) :=
    { toFun := fun t i => t.1 (i.1, 0)
      map_add' := fun _ _ => rfl
      map_smul' := fun _ _ => rfl }
  have hf : Function.Bijective f := by
    constructor
    · intro s t hst
      have hs := (selfStress_iff h z s.1).1 (LinearMap.mem_ker.1 s.2)
      have ht := (selfStress_iff h z t.1).1 (LinearMap.mem_ker.1 t.2)
      apply Subtype.ext
      funext ⟨i, c⟩
      have e0 : s.1 (i, 0) = t.1 (i, 0) := by
        by_cases hz : z i = 1
        · exact congrFun hst ⟨i, hz⟩
        · rw [(hs i).2 hz, (ht i).2 hz]
      fin_cases c
      · exact e0
      · exact (hs i).1.symm.trans (e0.trans (ht i).1)
    · intro s
      refine ⟨⟨fun b => if hb : z b.1 = 1 then s ⟨b.1, hb⟩ else 0,
        LinearMap.mem_ker.2 ((selfStress_iff h z _).2
          fun i => ⟨rfl, fun hz => dif_neg hz⟩)⟩, ?_⟩
      funext i
      exact dif_pos i.2
  rw [(LinearEquiv.ofBijective f hf).finrank_eq, Module.finrank_fintype_fun_eq_card]

end

end KagomeZeroModes
```

The compiler's answer:

```
Main.lean:107:28: error: Application type mismatch: The argument
  (selfStress_iff h z ?m.538).mpr fun i => ⟨?m.546, fun hz => ?m.553⟩
has type
  (compat e z)ᴴ *ᵥ ?m.538 = 0
but is expected to have type
  ((compat e z)ᴴ.mulVecLin fun b => if hb : z b.1 = 1 then s ⟨b.1, hb⟩ else 0) = 0
in the application
  LinearMap.mem_ker.mpr ((selfStress_iff h z ?m.538).mpr fun i => ⟨?m.546, fun hz => ?m.553⟩)
Main.lean:108:35: error: Type mismatch
  dif_neg hz
has type
  dite (z i = 1) ?m.551 ?m.552 = ?m.552 hz
but is expected to have type
  ?m.538 (i, 0) = 0
```

Lean accepts the file once it reads:

```diff
@@ -104,9 +104,12 @@
       · exact (hs i).1.symm.trans (e0.trans (ht i).1)
     · intro s
-      refine ⟨⟨fun b => if hb : z b.1 = 1 then s ⟨b.1, hb⟩ else 0,
-        LinearMap.mem_ker.2 ((selfStress_iff h z _).2
-          fun i => ⟨rfl, fun hz => dif_neg hz⟩)⟩, ?_⟩
+      obtain ⟨t, ht⟩ : ∃ t : Fin 3 × Fin 2 → ℂ,
+          t = fun b => if hb : z b.1 = 1 then s ⟨b.1, hb⟩ else 0 := ⟨_, rfl⟩
+      have hm : (compat e z)ᴴ *ᵥ t = 0 :=
+        (selfStress_iff h z t).2 fun i => ⟨by simp [ht], fun hz => by simp [ht, hz]⟩
+      refine ⟨⟨t, LinearMap.mem_ker.2 hm⟩, ?_⟩
       funext i
-      exact dif_pos i.2
+      change t (i.1, 0) = s i
+      simp [ht, i.2]
   rw [(LinearEquiv.ofBijective f hf).finrank_eq, Module.finrank_fintype_fun_eq_card]
 
```

Both errors come from the `_` in `selfStress_iff h z _`, which left Lean to work out the tension vector. The first message shows that `selfStress_iff` gives an equation about `*ᵥ`, while `LinearMap.mem_ker` wants one about `mulVecLin` applied to the vector. The two agree by definition, but Lean did not unfold one into the other while the vector was unknown, so the hole `?m.538` stayed open. The second message follows from this. `dif_neg hz` is about an `if`, but its goal was `?m.538 (i, 0) = 0`, with no `if` in sight.

The repair names the vector `t` and proves `hm` with `t` given explicitly and the product written as `*ᵥ`. With nothing left to infer, `LinearMap.mem_ker.2 hm` is accepted.

The other changes follow from how `t` is introduced. After `obtain`, Lean knows the formula for `t` only through the equation `ht`, so `rfl`, `dif_neg` and `dif_pos` can no longer see the `if`. Calls to `simp` with `ht` replace them, and `change` states the last goal in terms of `t` so that `ht` can be used there.
